# The ħ² term of the Moyal bracket for polynomial observables

## Correcting a classical equation of motion

Let each polynomial in q and p stand for its Weyl-ordered operator. To compute the quantum time derivative of a polynomial observable A under a polynomial Hamiltonian H through order ħ², one can start from the classical rate {A, H} and add the first quantum correction. For one degree of freedom and H = p²/(2m) + V(q), with m the mass and V a polynomial potential, that correction is

ħ² A_ppp V‴(q) / 24,

where subscripts denote partial derivatives. A program that stores A and H as tables of coefficients needs only third derivatives and products to evaluate it.

For example, A = p³ and V = λq⁴, with λ a constant, give

dA/dt = −12λq³p² + 6λħ²q.

This is exact, because A has degree three and the next term of the series contains fifth derivatives.

## The star product and its bracket

Let f and g be polynomials in q and p with complex coefficients that do not depend on ħ. The Poisson bracket is

{f, g} = f_q g_p − f_p g_q.

Its n-th order analogue is

Bₙ(f, g) = Σ_{k=0}^{n} (−1)^k C(n,k) (∂_q^{n−k} ∂_p^k f)(∂_q^k ∂_p^{n−k} g),

where C(n,k) is the binomial coefficient. The star product is

f⋆g = Σₙ (iħ/2)ⁿ/n! · Bₙ(f, g),

and the Moyal bracket is (f⋆g − g⋆f)/(iħ). With these signs, q⋆p − p⋆q = iħ.

The claim is that, as real nonzero ħ tends to 0, each coefficient of

[(f⋆g − g⋆f)/(iħ) − {f, g}]/ħ²

tends to the corresponding coefficient of

−(1/24)(f_qqq g_ppp − 3 f_qqp g_qpp + 3 f_qpp g_qqp − f_ppp g_qqq).

## Derivation by parity

Every term of Bₙ(f, g) contains a derivative of f of total order n. It vanishes once n exceeds the degree of f, so the star product is a finite sum. Both f⋆g and g⋆f can be extended to a common upper order by adding zeros.

Now exchange f and g and replace k by n − k. The binomial coefficient is unchanged and the sign (−1)^k becomes (−1)ⁿ(−1)^k, so

Bₙ(g, f) = (−1)ⁿ Bₙ(f, g).

In the commutator the even orders cancel and the odd orders double:

f⋆g − g⋆f = 2 Σ_{j≥0} (iħ/2)^{2j+1}/(2j+1)! · B_{2j+1}(f, g).

Division by iħ gives

(f⋆g − g⋆f)/(iħ) = Σ_{j≥0} (−1)^j (ħ/2)^{2j}/(2j+1)! · B_{2j+1}(f, g).

The j = 0 term is B₁(f, g) = {f, g}. Subtracting it, dividing by ħ² and shifting j by one leaves

Σ_{j≥0} (−1)^{j+1} (ħ/2)^{2j}/(4(2j+3)!) · B_{2j+3}(f, g).

This is a finite polynomial in ħ, so its limit is its value at ħ = 0, namely −B₃(f, g)/24. Writing out the four terms of B₃ gives the stated expression.

## Quadratic and cubic cases

If f has degree at most two, B₃ and all higher orders vanish, and the Moyal and Poisson brackets agree exactly for every polynomial g and every nonzero ħ.

The correction can be nonzero when both observables are cubic. For f = q²p and g = qp², only f_qqp = 2 and g_qpp = 2 contribute, and the result is

−(1/24)(−3 · 2 · 2) = 1/2.

## Reading the Lean statement

`Obs` is the type of complex polynomials in two variables, with `X 0` for q and `X 1` for p. The maps `dq` and `dp` are formal partial derivatives, and `mixedDeriv a b f` takes a derivatives in q and b in p. `bidiff n` is Bₙ, and the real number `h` is ħ.

In `moyal_leading_correction`, the exponent vector `m` selects one monomial and `coeff m` reads its coefficient. The filter `𝓝[≠] 0` lets ħ approach zero from both sides without taking the value zero. No hypothesis restricts f or g beyond their being polynomials.

The definition `moyal` stops at the total degree of its left factor, which loses nothing, since `moyal_eq_sum` shows that any higher cutoff gives the same polynomial.

The statement concerns one degree of freedom and fixed polynomials. It does not treat general Wigner functions, observables that vary with ħ, or the error accumulated over a long propagation. The star product is defined by its series. That it represents the product of Weyl-ordered operators, which makes the Moyal bracket of A with H the quantum time derivative used at the start, is a standard fact that the file does not prove.

## The complete file

```lean
import Mathlib

open MvPolynomial Filter Topology

namespace MoyalLeadingCorrection

noncomputable section

/-- Polynomial observables on phase space, with `X 0` the position q and `X 1` the momentum p. -/
abbrev Obs := MvPolynomial (Fin 2) ℂ

/-- The derivative with respect to position. -/
def dq : Module.End ℂ Obs := (pderiv (0 : Fin 2)).toLinearMap

/-- The derivative with respect to momentum. -/
def dp : Module.End ℂ Obs := (pderiv (1 : Fin 2)).toLinearMap

/-- The mixed derivative of `f`, taken `a` times in q and `b` times in p. -/
def mixedDeriv (a b : ℕ) (f : Obs) : Obs := (dq ^ a) ((dp ^ b) f)

/-- The Poisson bracket {f, g}. -/
def poisson (f g : Obs) : Obs := dq f * dp g - dp f * dq g

/-- The `n`-th Moyal bidifferential operator, the `n`-th power of the Poisson operator. -/
def bidiff (n : ℕ) (f g : Obs) : Obs :=
  ∑ k ∈ Finset.range (n + 1), (-1) ^ k * (n.choose k : Obs) *
    (mixedDeriv (n - k) k f * mixedDeriv k (n - k) g)

/-- The Moyal star product of two polynomial observables, summed up to the degree of the first. -/
def moyal (h : ℝ) (f g : Obs) : Obs :=
  ∑ n ∈ Finset.range (f.totalDegree + 1),
    ((Complex.I * (h : ℂ) / 2) ^ n / (n.factorial : ℂ)) • bidiff n f g

/-- The Moyal bracket: the star commutator divided by iħ. -/
def moyalBracket (h : ℝ) (f g : Obs) : Obs :=
  (Complex.I * (h : ℂ))⁻¹ • (moyal h f g - moyal h g f)

/-- The third-order expression -(1/24)(f_qqq g_ppp - 3 f_qqp g_qpp + 3 f_qpp g_qqp - f_ppp g_qqq). -/
def leadingCorrection (f g : Obs) : Obs :=
  (-(1 / 24) : ℂ) • (mixedDeriv 3 0 f * mixedDeriv 0 3 g
    - 3 * (mixedDeriv 2 1 f * mixedDeriv 1 2 g)
    + 3 * (mixedDeriv 1 2 f * mixedDeriv 2 1 g)
    - mixedDeriv 0 3 f * mixedDeriv 3 0 g)

/-- A mixed derivative of a monomial vanishes when its order exceeds the degree. -/
theorem mixedDeriv_monomial (a b : ℕ) : ∀ (s : Fin 2 →₀ ℕ) (c : ℂ),
    s 0 + s 1 < a + b → mixedDeriv a b (monomial s c) = 0 := by
  induction b with
  | zero =>
    induction a with
    | zero => intro s c h; omega
    | succ a ih =>
      intro s c h
      have hd : dq (monomial s c) = monomial (s - Finsupp.single 0 1) (c * (s 0 : ℂ)) :=
        pderiv_monomial
      rw [mixedDeriv, pow_succ, Module.End.mul_apply, pow_zero, Module.End.one_apply, hd]
      by_cases h0 : s 0 = 0
      · simp [h0]
      · have e0 : (s - Finsupp.single 0 1 : Fin 2 →₀ ℕ) 0 = s 0 - 1 := by simp
        have e1 : (s - Finsupp.single 0 1 : Fin 2 →₀ ℕ) 1 = s 1 := by simp
        exact ih (s - Finsupp.single 0 1) (c * (s 0 : ℂ)) (by omega)
  | succ b ih =>
    intro s c h
    have hd : dp (monomial s c) = monomial (s - Finsupp.single 1 1) (c * (s 1 : ℂ)) :=
      pderiv_monomial
    rw [mixedDeriv, pow_succ, Module.End.mul_apply, hd]
    by_cases h1 : s 1 = 0
    · simp [h1]
    · have e0 : (s - Finsupp.single 1 1 : Fin 2 →₀ ℕ) 0 = s 0 := by simp
      have e1 : (s - Finsupp.single 1 1 : Fin 2 →₀ ℕ) 1 = s 1 - 1 := by simp
      exact ih (s - Finsupp.single 1 1) (c * (s 1 : ℂ)) (by omega)

/-- The Moyal bidifferential operators of order above the degree of `f` vanish on `f`. -/
theorem bidiff_eq_zero {n : ℕ} {f : Obs} (g : Obs) (h : f.totalDegree < n) :
    bidiff n f g = 0 := by
  refine Finset.sum_eq_zero fun k hk => ?_
  have hk' := Finset.mem_range.mp hk
  have hz : mixedDeriv (n - k) k f = 0 := by
    rw [f.as_sum, mixedDeriv, map_sum, map_sum]
    refine Finset.sum_eq_zero fun s hs => mixedDeriv_monomial _ _ s _ ?_
    have hd := le_totalDegree hs
    rw [Finsupp.sum_fintype s _ (fun _ => rfl), Fin.sum_univ_two] at hd
    omega
  rw [hz, zero_mul, mul_zero]

/-- Exchanging the observables multiplies the `n`-th bidifferential operator by (-1)^n. -/
theorem bidiff_swap (n : ℕ) (f g : Obs) : bidiff n g f = (-1) ^ n * bidiff n f g := by
  unfold bidiff
  rw [← Finset.sum_flip, Finset.mul_sum]
  refine Finset.sum_congr rfl fun k hk => ?_
  have hk' : k ≤ n := Nat.lt_succ_iff.mp (Finset.mem_range.mp hk)
  have hs : (-1 : Obs) ^ (n - k) = (-1) ^ n * (-1) ^ k := by
    obtain ⟨m, rfl⟩ := Nat.exists_eq_add_of_le hk'
    rw [Nat.add_sub_cancel_left, pow_add, mul_right_comm, ← mul_pow]
    simp
  rw [Nat.sub_sub_self hk', Nat.choose_symm hk', hs]
  ring

/-- The star product equals its series cut at any order above the degree of the first factor. -/
theorem moyal_eq_sum (h : ℝ) {f : Obs} (g : Obs) {N : ℕ} (hN : f.totalDegree < N) :
    moyal h f g = ∑ n ∈ Finset.range N,
      ((Complex.I * (h : ℂ) / 2) ^ n / (n.factorial : ℂ)) • bidiff n f g := by
  refine Finset.sum_subset (fun n hn => ?_) (fun n _ hn => ?_)
  · rw [Finset.mem_range] at hn ⊢
    omega
  · rw [Finset.mem_range] at hn
    rw [bidiff_eq_zero g (by omega), smul_zero]

/-- For nonzero ħ, the Moyal bracket is a finite series in even powers of ħ, with the odd
bidifferential operators as coefficients. -/
theorem moyalBracket_expansion {h : ℝ} (hh : h ≠ 0) {f g : Obs} {N : ℕ}
    (hf : f.totalDegree < 2 * N) (hg : g.totalDegree < 2 * N) :
    moyalBracket h f g = ∑ j ∈ Finset.range N,
      ((-1) ^ j * ((h : ℂ) / 2) ^ (2 * j) / ((2 * j + 1).factorial : ℂ)) •
        bidiff (2 * j + 1) f g := by
  have hc : Complex.I * (h : ℂ) ≠ 0 :=
    mul_ne_zero Complex.I_ne_zero (Complex.ofReal_ne_zero.mpr hh)
  rw [moyalBracket, moyal_eq_sum h g hf, moyal_eq_sum h f hg, inv_smul_eq_iff₀ hc]
  clear hf hg
  induction N with
  | zero => simp
  | succ N ih =>
    -- even orders cancel in the commutator, odd orders double
    have he : bidiff (2 * N) g f = bidiff (2 * N) f g := by
      rw [bidiff_swap, pow_mul]; simp
    have ho : bidiff (2 * N + 1) g f = -bidiff (2 * N + 1) f g := by
      rw [bidiff_swap, pow_succ, pow_mul]; simp
    have hp : (Complex.I * (h : ℂ) / 2) ^ (2 * N) = (-1) ^ N * ((h : ℂ) / 2) ^ (2 * N) := by
      rw [mul_div_assoc, mul_pow, pow_mul Complex.I, Complex.I_sq]
    rw [show 2 * (N + 1) = 2 * N + 1 + 1 by ring]
    simp only [Finset.sum_range_succ]
    rw [he, ho, pow_succ (Complex.I * (h : ℂ) / 2) (2 * N), hp]
    linear_combination (norm := module) ih

/-- The first-order bidifferential operator is the Poisson bracket. -/
theorem bidiff_one (f g : Obs) : bidiff 1 f g = poisson f g := by
  simp [bidiff, Finset.sum_range_succ, mixedDeriv, poisson]
  ring

/-- As ħ tends to 0, the difference of Moyal and Poisson brackets divided by ħ² tends,
coefficient by coefficient, to the third-order expression `leadingCorrection`. -/
theorem moyal_leading_correction (f g : Obs) (m : Fin 2 →₀ ℕ) :
    Tendsto (fun h : ℝ => coeff m (((h : ℂ) ^ 2)⁻¹ • (moyalBracket h f g - poisson f g)))
      (𝓝[≠] 0) (𝓝 (coeff m (leadingCorrection f g))) := by
  let M := f.totalDegree + g.totalDegree
  -- the rescaled difference is a polynomial in ħ
  let R : ℝ → Obs := fun h => ∑ j ∈ Finset.range (M + 1),
    ((-1) ^ (j + 1) * ((h : ℂ) / 2) ^ (2 * j) / (4 * ((2 * j + 3).factorial : ℂ))) •
      bidiff (2 * j + 3) f g
  have hR : ∀ h : ℝ, h ≠ 0 →
      R h = ((h : ℂ) ^ 2)⁻¹ • (moyalBracket h f g - poisson f g) := by
    intro h hh
    have h2 : ((h : ℂ) ^ 2)⁻¹ * (h : ℂ) ^ 2 = 1 :=
      inv_mul_cancel₀ (pow_ne_zero 2 (Complex.ofReal_ne_zero.mpr hh))
    rw [moyalBracket_expansion hh (N := M + 1 + 1) (by omega) (by omega),
      Finset.sum_range_succ', ← bidiff_one]
    simp only [mul_zero, pow_zero, zero_add, Nat.factorial_one, Nat.cast_one, mul_one,
      div_one, one_smul, add_sub_cancel_right, Finset.smul_sum, smul_smul]
    refine Finset.sum_congr rfl fun j _ => ?_
    rw [show 2 * (j + 1) + 1 = 2 * j + 3 by ring]
    congr 1
    have e : ((h : ℂ) / 2) ^ (2 * (j + 1)) = (h : ℂ) ^ 2 * ((h : ℂ) / 2) ^ (2 * j) / 4 := by
      rw [show 2 * (j + 1) = 2 * j + 2 by ring, pow_add]; ring
    rw [e]
    generalize ((h : ℂ) / 2) ^ (2 * j) = y
    linear_combination (-((-1) ^ (j + 1) * y / (4 * ((2 * j + 3).factorial : ℂ)))) * h2
  have hcont : Continuous fun h : ℝ => coeff m (R h) := by
    simp only [R, coeff_sum, coeff_smul, smul_eq_mul]
    fun_prop
  -- at ħ = 0 only the third-order operator remains
  have h3 : bidiff 3 f g = mixedDeriv 3 0 f * mixedDeriv 0 3 g
      - 3 * (mixedDeriv 2 1 f * mixedDeriv 1 2 g)
      + 3 * (mixedDeriv 1 2 f * mixedDeriv 2 1 g)
      - mixedDeriv 0 3 f * mixedDeriv 3 0 g := by
    simp [bidiff, Finset.sum_range_succ, Nat.choose]
    ring
  have hzero : R 0 = leadingCorrection f g := by
    simp only [R]
    rw [Finset.sum_range_succ', Finset.sum_eq_zero (fun j _ => by simp), zero_add,
      leadingCorrection, ← h3]
    congr 1
    norm_num [Nat.factorial]
  refine ((hcont.tendsto' 0 _ (by rw [hzero])).mono_left nhdsWithin_le_nhds).congr' ?_
  filter_upwards [self_mem_nhdsWithin] with h hh
  rw [hR h hh]

/-- For nonzero ħ, if `f` is at most quadratic in q and p, its Moyal bracket with any polynomial
observable equals the Poisson bracket. -/
theorem moyalBracket_quadratic {h : ℝ} (hh : h ≠ 0) {f : Obs} (g : Obs)
    (hf : f.totalDegree ≤ 2) : moyalBracket h f g = poisson f g := by
  rw [moyalBracket_expansion hh (N := f.totalDegree + g.totalDegree + 1) (by omega) (by omega),
    Finset.sum_range_succ', Finset.sum_eq_zero (fun j _ => by
      rw [bidiff_eq_zero g (by omega), smul_zero]), ← bidiff_one]
  simp

/-- For the observables q²p and qp² the leading correction is the constant 1/2. -/
theorem leadingCorrection_cubic :
    leadingCorrection (X 0 ^ 2 * X 1) (X 0 * X 1 ^ 2) = C (1 / 2) := by
  have hq : ∀ x, dq x = pderiv 0 x := fun _ => rfl
  have hp : ∀ x, dp x = pderiv 1 x := fun _ => rfl
  have h01 : pderiv (0 : Fin 2) (X 1 : Obs) = 0 := pderiv_X_of_ne (by decide)
  have h10 : pderiv (1 : Fin 2) (X 0 : Obs) = 0 := pderiv_X_of_ne (by decide)
  have h12' : (C (12 : ℂ) : Obs) = 12 := map_ofNat (C : ℂ →+* Obs) 12
  have h12 : (-12 : Obs) = C (-12) := by rw [C_neg, h12']
  rw [leadingCorrection]
  trans (-(1 / 24) : ℂ) • (-12 : Obs)
  · congr 1
    simp [mixedDeriv, pow_succ, Module.End.mul_apply, hq, hp, h01, h10, Derivation.leibniz]
    ring
  · rw [h12, smul_eq_C_mul, ← C_mul]
    norm_num

end

end MoyalLeadingCorrection
```

```lean
#print axioms MoyalLeadingCorrection.moyal_leading_correction
-- 'MoyalLeadingCorrection.moyal_leading_correction' depends on axioms: [propext, Classical.choice, Quot.sound]
#print axioms MoyalLeadingCorrection.moyalBracket_quadratic
-- 'MoyalLeadingCorrection.moyalBracket_quadratic' depends on axioms: [propext, Classical.choice, Quot.sound]
#print axioms MoyalLeadingCorrection.leadingCorrection_cubic
-- 'MoyalLeadingCorrection.leadingCorrection_cubic' depends on axioms: [propext, Classical.choice, Quot.sound]
```

## How the proof follows the derivation

**Finiteness.** `mixedDeriv_monomial` works by induction on the numbers of derivatives. Each derivative either lowers an exponent by one or meets a zero exponent and gives zero. `bidiff_eq_zero` writes f as a sum of monomials and extends the conclusion by linearity.

**Parity.** `bidiff_swap` reverses the sum with `Finset.sum_flip`, which is the replacement of k by n − k, and then matches signs and binomial coefficients.

**The even series.** `moyalBracket_expansion` brings both star products to the common cutoff 2N and multiplies through by iħ. Induction on N then adds two orders at a time: `he` cancels the even one and `ho` doubles the odd one.

**The limit.** In the main theorem, `R` is the rescaled difference written as a polynomial in ħ. The step `hR` proves that the two agree for nonzero ħ, `hcont` gives continuity of each coefficient, and `hzero` evaluates `R` at zero with the help of `h3`, the expansion of B₃. The final `congr'` transfers the limit from `R` to the original quotient, using their equality away from zero.

**The special cases.** `moyalBracket_quadratic` applies the even series and removes every term after the first by the degree bound. `leadingCorrection_cubic` differentiates the two monomials explicitly: the bracketed third-order expression is −12, and the factor −1/24 turns it into 1/2.
